# The embedding bath of a fragment lies in every space orthogonal to fragment and core that together with them contains the occupied orbitals

In a finite-dimensional complex one-particle space, let `V` be the occupied space of a Slater determinant, whose one-particle density matrix is the orthogonal projector P_V, and let `F` be a subspace called the fragment. The core consists of the occupied orbitals orthogonal to `F`, and the bath is the image of `F` under (1 − P_F)P_V. The theorem `bath_minimal` states that the bath is contained in every subspace `B` that is orthogonal to the fragment and to the core and whose sum with them contains `V`. The proof writes a bath vector as w − P_F w, with w occupied and orthogonal to the core, and splits w into parts from `F`, `B` and the core. It then aims to show that the core part vanishes and that the fragment part is P_F w, so that the bath vector is the part in `B`.

Lean 4 with Mathlib refuses this proof:

```lean
import Mathlib

open Module
open scoped InnerProductSpace

namespace BathMinimal

noncomputable section

variable {E : Type*} [NormedAddCommGroup E] [InnerProductSpace ℂ E] [FiniteDimensional ℂ E]

/-- The orthogonal projector onto a space of orbitals. For the occupied space it is the
one-particle density matrix of the Slater determinant. -/
def proj (V : Submodule ℂ E) : E →ₗ[ℂ] E := (V.starProjection : E →ₗ[ℂ] E)

/-- The core: occupied orbitals that have no component on the fragment. -/
def core (V F : Submodule ℂ E) : Submodule ℂ E := V ⊓ Fᗮ

/-- The bath: the image of the fragment `F` under the environment-fragment block
`(1 - P_F) P_V` of the density matrix `P_V`. -/
def bath (V F : Submodule ℂ E) : Submodule ℂ E :=
  F.map ((LinearMap.id - proj F) ∘ₗ proj V)

/-- The density matrix maps the fragment onto the occupied orbitals orthogonal to the core. -/
theorem map_fragment_eq (V F : Submodule ℂ E) :
    F.map (proj V) = V ⊓ (core V F)ᗮ := by
  apply le_antisymm
  · rintro _ ⟨f, hf, rfl⟩
    refine ⟨V.starProjection_apply_mem f, ?_⟩
    show proj V f ∈ (core V F)ᗮ
    rw [Submodule.mem_orthogonal]
    intro c hc
    have h : ⟪c, f - V.starProjection f⟫_ℂ = 0 :=
      (Submodule.mem_orthogonal V _).1 (V.sub_starProjection_mem_orthogonal f) c hc.1
    have h2 : ⟪c, f⟫_ℂ = 0 := (Submodule.mem_orthogonal' F c).1 hc.2 f hf
    rw [inner_sub_right, h2, zero_sub, neg_eq_zero] at h
    exact h
  · intro w hw
    -- it suffices that `w` is orthogonal to everything orthogonal to the image
    have key : w ∈ (F.map (proj V))ᗮᗮ := by
      rw [Submodule.mem_orthogonal]
      intro x hx
      have hc : V.starProjection x ∈ core V F := by
        refine ⟨V.starProjection_apply_mem x, ?_⟩
        show V.starProjection x ∈ Fᗮ
        rw [Submodule.mem_orthogonal]
        intro f hf
        rw [← Submodule.inner_starProjection_left_eq_right]
        exact (Submodule.mem_orthogonal _ x).1 hx _ (Submodule.mem_map_of_mem hf)
      have h1 : ⟪V.starProjection x, w⟫_ℂ = 0 :=
        (Submodule.mem_orthogonal _ w).1 hw.2 _ hc
      have h2 : ⟪x - V.starProjection x, w⟫_ℂ = 0 :=
        (Submodule.mem_orthogonal' V _).1 (V.sub_starProjection_mem_orthogonal x) w hw.1
      rw [inner_sub_left, h1, sub_zero] at h2
      exact h2
    rwa [Submodule.orthogonal_orthogonal] at key

/-- The bath vectors are exactly the environment parts `w - P_F w` of the occupied orbitals `w`
orthogonal to the core. -/
theorem mem_bath (V F : Submodule ℂ E) (b : E) :
    b ∈ bath V F ↔ ∃ w ∈ V ⊓ (core V F)ᗮ, w - proj F w = b := by
  rw [bath, Submodule.map_comp, map_fragment_eq]
  exact Submodule.mem_map

omit [FiniteDimensional ℂ E] in
/-- The fragment is orthogonal to the core. -/
theorem fragment_le (V F : Submodule ℂ E) : F ≤ (core V F)ᗮ := fun f hf =>
  (Submodule.mem_orthogonal _ _).2 fun c hc => (Submodule.mem_orthogonal' F c).1 hc.2 f hf

/-- The bath is contained in every space `B` that is orthogonal to the fragment and the core and
together with them contains all occupied orbitals. -/
theorem bath_minimal (V F B : Submodule ℂ E) (hF : B ≤ Fᗮ) (hC : B ≤ (core V F)ᗮ)
    (hV : V ≤ F ⊔ B ⊔ core V F) : bath V F ≤ B := by
  have zero_of {K : Submodule ℂ E} {x : E} (h : x ∈ K) (h' : x ∈ Kᗮ) : x = 0 :=
    inner_self_eq_zero (𝕜 := ℂ) |>.1 ((Submodule.mem_orthogonal K x).1 h' x h)
  intro b hb
  obtain ⟨w, hw, rfl⟩ := (mem_bath V F b).1 hb
  obtain ⟨y, hy, c, hc, hyc⟩ := Submodule.mem_sup.1 (hV hw.1)
  obtain ⟨f, hf, b', hb', hfb⟩ := Submodule.mem_sup.1 hy
  -- the core component of `w` vanishes
  have hc0 : c = 0 := by
    apply zero_of hc
    have e : c = w - f - b' := by rw [← hyc, ← hfb]; abel
    rw [e]
    exact Submodule.sub_mem _ (Submodule.sub_mem _ hw.2 (fragment_le V F hf)) (hC hb')
  have hwf : w = f + b' := by rw [← hyc, ← hfb, hc0, add_zero]
  -- the fragment component of `w` is its projection
  have h0 : f - proj F w = 0 := by
    apply zero_of (Submodule.sub_mem _ hf (F.starProjection_apply_mem w))
    have e : f - proj F w = (w - proj F w) - b' := by
      nth_rewrite 2 [hwf]
      abel
    rw [e]
    exact Submodule.sub_mem _ (F.sub_starProjection_mem_orthogonal w) (hF hb')
  have e : w - proj F w = b' := by
    rw [← sub_eq_zero.1 h0, hwf]
    abel
  rw [e]
  exact hb'

end

end BathMinimal
```

The compiler's answer:

```
Main.lean:93:8: error: Tactic `rewrite` failed: Did not find an occurrence of the pattern
  f - (proj F) w
in the target expression
  f - F.starProjection w ∈ Fᗮ

E : Type u_1
inst✝² : NormedAddCommGroup E
inst✝¹ : InnerProductSpace ℂ E
inst✝ : FiniteDimensional ℂ E
V F B : Submodule ℂ E
hF : B ≤ Fᗮ
hC : B ≤ (core V F)ᗮ
hV : V ≤ F ⊔ B ⊔ core V F
zero_of : ∀ {K : Submodule ℂ E} {x : E}, x ∈ K → x ∈ Kᗮ → x = 0
w : E
hw : w ∈ V ⊓ (core V F)ᗮ
hb : w - (proj F) w ∈ bath V F
y : E
hy : y ∈ F ⊔ B
c : E
hc : c ∈ core V F
hyc : y + c = w
f : E
hf : f ∈ F
b' : E
hb' : b' ∈ B
hfb : f + b' = y
hc0 : c = 0
hwf : w = f + b'
e : f - (proj F) w = w - (proj F) w - b'
⊢ f - F.starProjection w ∈ Fᗮ
```

Cause. The message says that `rw [e]` looked for `f - proj F w` but the goal contained `f - F.starProjection w`. The two are equal by the definition of `proj`, but `rw` does not unfold an ordinary definition like this one when it searches for its pattern.

The other spelling came in with the `apply` line. The lemma `F.starProjection_apply_mem w` speaks of `F.starProjection w`, so the membership proof passed to `zero_of` fixed its implicit `x` as `f - F.starProjection w`. Lean accepted the conclusion `x = 0` for the stated goal by unfolding `proj`, but the remaining goal, `x ∈ Fᗮ`, kept the spelling of `x`.

The repair first states the membership as `hmem : f - proj F w ∈ F`. The same proof term is accepted for it, again by unfolding. Now `zero_of hmem` takes `x` to be `f - proj F w`, the remaining goal has that form, and `rw [e]` finds its pattern.

The change, after which it compiles:

```diff
@@ -87,5 +87,6 @@
   -- the fragment component of `w` is its projection
   have h0 : f - proj F w = 0 := by
-    apply zero_of (Submodule.sub_mem _ hf (F.starProjection_apply_mem w))
+    have hmem : f - proj F w ∈ F := Submodule.sub_mem _ hf (F.starProjection_apply_mem w)
+    apply zero_of hmem
     have e : f - proj F w = (w - proj F w) - b' := by
       nth_rewrite 2 [hwf]
```
